# Poisson brackets of polynomials: Jacobi identity and closure of the conserved quantities

An observable is taken here to be a formal polynomial in positions and momenta, not a function on phase space. Derivatives are then algebraic operations, and the coefficients can come from any commutative ring $R$; for classical mechanics, take $R=\mathbb R$. The price is that a Coulomb potential, which is not a polynomial, is not covered. The degrees of freedom are labelled by a type `ι`, which becomes finite once the bracket needs a sum over it.

In Lean 4 with Mathlib:

```lean
import Mathlib

open MvPolynomial

namespace PolynomialPoissonBracket

noncomputable section

variable {ι R : Type*} [CommRing R]
```

Each label $i$ has to supply two variables. The disjoint sum `ι ⊕ ι` provides them, and the observables are the polynomials in these variables.

```lean
/-- Polynomial observables in positions (left variables) and momenta (right variables). -/
abbrev Observable (ι R : Type*) [CommRing R] := MvPolynomial (ι ⊕ ι) R
```

The left copy of $i$ gives the position $q_i$.

```lean
/-- The position coordinate `q_i`. -/
abbrev q (i : ι) : Observable ι R := X (Sum.inl i)
```

The right copy gives the momentum $p_i$.

```lean
/-- The momentum coordinate `p_i`. -/
abbrev p (i : ι) : Observable ι R := X (Sum.inr i)
```

The angular momentum in the plane of axes $a$ and $b$ is $L_{ab}=q_ap_b-q_bp_a$. In three dimensions $L_{yz}$, $L_{zx}$ and $L_{xy}$ are the usual $L_x$, $L_y$ and $L_z$.

```lean
/-- The angular momentum `L_ab = q_a p_b - q_b p_a` in the plane of the axes `a` and `b`. -/
def angularMomentum (a b : ι) : Observable ι R := q a * p b - q b * p a
```

## The bracket and its product rule

With finitely many degrees of freedom, define
$$\{f,g\}=\sum_i\left(\frac{\partial f}{\partial q_i}\frac{\partial g}{\partial p_i}-\frac{\partial f}{\partial p_i}\frac{\partial g}{\partial q_i}\right).$$
This fixes the sign $\{q_i,p_i\}=1$, for which Hamilton's equations read $\dot f=\{f,H\}$. `pderiv` is the formal partial derivative.

```lean
variable [Fintype ι]

/-- The Poisson bracket `{f, g} = ∑ i, (∂f/∂q_i ∂g/∂p_i - ∂f/∂p_i ∂g/∂q_i)`. -/
def bracket (f g : Observable ι R) : Observable ι R :=
  ∑ i, (pderiv (Sum.inl i) f * pderiv (Sum.inr i) g
    - pderiv (Sum.inr i) f * pderiv (Sum.inl i) g)
```

Exchanging $f$ and $g$ reverses the sign of each summand, and for $f=g$ each summand vanishes. The second fact is stated separately because $\{f,f\}=-\{f,f\}$ does not imply $\{f,f\}=0$ in characteristic 2. In both parts `ring` checks a single summand.

```lean
/-- The bracket changes sign when its arguments are exchanged, and the bracket of an
observable with itself vanishes. -/
theorem bracket_antisymm (f g : Observable ι R) :
    bracket f g = -bracket g f ∧ bracket f f = 0 := by
  constructor
  · simp only [bracket, ← Finset.sum_neg_distrib]
    exact Finset.sum_congr rfl fun i _ => by ring
  · exact Finset.sum_eq_zero fun i _ => by ring
```

Inserting $\partial(gh)=(\partial g)h+g\,\partial h$ into each summand and collecting terms gives
$$\{f,gh\}=\{f,g\}h+g\{f,h\}.$$
The proof expands the derivatives, merges the sums and compares summands.

```lean
/-- Leibniz rule: `{f, g h} = {f, g} h + g {f, h}`. -/
theorem bracket_leibniz (f g h : Observable ι R) :
    bracket f (g * h) = bracket f g * h + g * bracket f h := by
  simp only [bracket, Derivation.leibniz, smul_eq_mul, Finset.sum_mul, Finset.mul_sum,
    ← Finset.sum_add_distrib]
  exact Finset.sum_congr rfl fun i _ => by ring
```

The map $X_f:g\mapsto\{f,g\}$ is linear, because the partial derivatives of $g$ are linear in $g$, and it obeys the product rule just proved, so it is a derivation. `hamField f` packages it as one. In this sign convention, time evolution under $H$ is generated by $-X_H$.

```lean
/-- The Hamiltonian vector field of `f`: the derivation `g ↦ {f, g}`. -/
def hamField (f : Observable ι R) : Derivation R (Observable ι R) (Observable ι R) :=
  Derivation.mk'
    { toFun := bracket f
      map_add' := fun g h => by
        simp only [bracket, map_add, ← Finset.sum_add_distrib]
        exact Finset.sum_congr rfl fun i _ => by ring
      map_smul' := fun c g => by
        simp only [bracket, Derivation.map_smul, mul_smul_comm, Finset.smul_sum, smul_sub,
          RingHom.id_apply] }
    (fun g h => by
      change bracket f (g * h) = g * bracket f h + h * bracket f g
      rw [bracket_leibniz]
      ring)
```

Since $\partial q_j/\partial q_i=\delta_{ij}$ and $\partial q_j/\partial p_i=0$, and likewise with the roles exchanged for $p_j$, only one term of the sum survives:
$$\{f,q_j\}=-\frac{\partial f}{\partial p_j},\qquad \{f,p_j\}=\frac{\partial f}{\partial q_j}.$$

```lean
/-- Brackets with the coordinates are partial derivatives:
`{f, q_j} = -∂f/∂p_j` and `{f, p_j} = ∂f/∂q_j`. -/
theorem bracket_coordinates (f : Observable ι R) (j : ι) :
    bracket f (q j) = -pderiv (Sum.inr j) f ∧ bracket f (p j) = pderiv (Sum.inl j) f := by
  classical
  constructor <;> simp [bracket, pderiv_X, Pi.single_apply]
```

## From commuting derivatives to Jacobi

Let $\partial_a$ and $\partial_b$ be derivatives with respect to any two of the variables. Their commutator is a derivation, and it kills every coordinate because first derivatives of coordinates are constants. A derivation of a polynomial ring is determined by its values on the coordinates, so the commutator is zero. Differentiating the bracket term by term and exchanging derivatives gives
$$\partial_a\{f,g\}=\{\partial_af,g\}+\{f,\partial_ag\}.$$
In the code, `MvPolynomial.derivation_ext` is the reduction to coordinates.

```lean
/-- Every partial derivative obeys the product rule on brackets:
`∂{f, g} = {∂f, g} + {f, ∂g}`. -/
theorem pderiv_bracket (a : ι ⊕ ι) (f g : Observable ι R) :
    pderiv a (bracket f g) = bracket (pderiv a f) g + bracket f (pderiv a g) := by
  classical
  -- partial derivatives commute, since their commutator kills every coordinate
  have comm : ∀ (b : ι ⊕ ι) (u : Observable ι R),
      pderiv a (pderiv b u) = pderiv b (pderiv a u) := by
    intro b u
    have key : ⁅(pderiv a : Derivation R (Observable ι R) (Observable ι R)),
        (pderiv b : Derivation R (Observable ι R) (Observable ι R))⁆ = 0 := by
      refine MvPolynomial.derivation_ext fun n => ?_
      rw [Derivation.commutator_apply, pderiv_X, pderiv_X]
      simp only [Pi.single_apply]
      split_ifs <;> simp
    have h := DFunLike.congr_fun key u
    rw [Derivation.commutator_apply] at h
    exact sub_eq_zero.mp h
  simp only [bracket, map_sum, map_sub, Derivation.leibniz, smul_eq_mul, comm,
    ← Finset.sum_add_distrib]
  exact Finset.sum_congr rfl fun i _ => by ring
```

The same reduction proves $X_{\{f,g\}}=[X_f,X_g]$. On $q_j$, with $\partial=\partial/\partial p_j$, the left side is
$$-\partial\{f,g\}=-\{\partial f,g\}-\{f,\partial g\},$$
and the right side is
$$\{f,\{g,q_j\}\}-\{g,\{f,q_j\}\}=-\{f,\partial g\}+\{g,\partial f\}.$$
They agree by antisymmetry. On $p_j$, with $\partial=\partial/\partial q_j$, both sides equal $\{\partial f,g\}+\{f,\partial g\}$. Applying the identity of fields to $h$ gives
$$\{\{f,g\},h\}=\{f,\{g,h\}\}-\{g,\{f,h\}\},$$
which is `h1`. Antisymmetry, in `h2` and `h3`, turns it into the cyclic form
$$\{f,\{g,h\}\}+\{g,\{h,f\}\}+\{h,\{f,g\}\}=0.$$

```lean
/-- Jacobi identity: `{f, {g, h}} + {g, {h, f}} + {h, {f, g}} = 0`. -/
theorem jacobi (f g h : Observable ι R) :
    bracket f (bracket g h) + bracket g (bracket h f) + bracket h (bracket f g) = 0 := by
  -- the field of `{f, g}` is the commutator of the fields; it suffices to test coordinates
  have key : hamField (bracket f g) = ⁅hamField f, hamField g⁆ := by
    refine MvPolynomial.derivation_ext fun n => ?_
    rw [Derivation.commutator_apply]
    rcases n with j | j
    · change bracket (bracket f g) (q j)
        = hamField f (bracket g (q j)) - hamField g (bracket f (q j))
      rw [(bracket_coordinates (bracket f g) j).1, (bracket_coordinates g j).1,
        (bracket_coordinates f j).1, Derivation.map_neg, Derivation.map_neg, pderiv_bracket,
        (bracket_antisymm (pderiv (Sum.inr j) f) g).1]
      change -(-bracket g (pderiv (Sum.inr j) f) + bracket f (pderiv (Sum.inr j) g))
        = -bracket f (pderiv (Sum.inr j) g) - -bracket g (pderiv (Sum.inr j) f)
      ring
    · change bracket (bracket f g) (p j)
        = bracket f (bracket g (p j)) - bracket g (bracket f (p j))
      rw [(bracket_coordinates (bracket f g) j).2, (bracket_coordinates g j).2,
        (bracket_coordinates f j).2, pderiv_bracket,
        (bracket_antisymm (pderiv (Sum.inl j) f) g).1]
      ring
  have h1 : bracket (bracket f g) h = bracket f (bracket g h) - bracket g (bracket f h) := by
    have h0 := DFunLike.congr_fun key h
    rw [Derivation.commutator_apply] at h0
    exact h0
  -- antisymmetry turns this into the cyclic form
  have h2 : bracket g (bracket h f) = -bracket g (bracket f h) := by
    rw [(bracket_antisymm h f).1]
    exact (hamField g).map_neg _
  have h3 := (bracket_antisymm h (bracket f g)).1
  linear_combination h2 + h3 - h1
```

For a numerical instance, take one degree of freedom with $f=q^2$, $g=p^2$, $h=qp$. Then $\{g,h\}=-2p^2$, $\{h,f\}=-2q^2$ and $\{f,g\}=4qp$. The three nested brackets are $-8qp$, $8qp$ and $0$; at $q=3$, $p=2$ they are $-48$, $48$ and $0$.

## Closure of the conserved quantities

Call $f$ conserved when $\{H,f\}=0$. Constants are conserved, and if $f$ and $g$ are conserved, then
$$\{H,f+g\}=0,\qquad \{H,fg\}=\{H,f\}g+f\{H,g\}=0.$$
The conserved observables thus form a subalgebra.

```lean
/-- The subalgebra of observables whose bracket with `H` vanishes. -/
def conserved (H : Observable ι R) : Subalgebra R (Observable ι R) where
  carrier := {f | bracket H f = 0}
  mul_mem' := by
    intro f g hf hg
    change bracket H f = 0 at hf
    change bracket H g = 0 at hg
    change bracket H (f * g) = 0
    rw [bracket_leibniz, hf, hg, zero_mul, mul_zero, add_zero]
  add_mem' := by
    intro f g hf hg
    change bracket H f = 0 at hf
    change bracket H g = 0 at hg
    have h : bracket H (f + g) = bracket H f + bracket H g := (hamField H).map_add f g
    change bracket H (f + g) = 0
    rw [h, hf, hg, add_zero]
  algebraMap_mem' := fun r => (hamField H).map_algebraMap r
```

For the bracket of two conserved observables, Jacobi reads
$$\{H,\{f,g\}\}+\{f,\{g,H\}\}+\{g,\{H,f\}\}=0.$$
The last two terms vanish, so $\{f,g\}$ is conserved. This is Poisson's theorem for polynomial observables without explicit time dependence.

```lean
/-- Poisson's theorem for polynomials: products and brackets of observables commuting
with `H` again commute with `H`. -/
theorem poisson_theorem {H f g : Observable ι R} (hf : f ∈ conserved H)
    (hg : g ∈ conserved H) : f * g ∈ conserved H ∧ bracket f g ∈ conserved H := by
  refine ⟨(conserved H).mul_mem hf hg, ?_⟩
  change bracket H f = 0 at hf
  change bracket H g = 0 at hg
  have z : ∀ u : Observable ι R, bracket u 0 = 0 := fun u => (hamField u).map_zero
  have h := jacobi H f g
  rw [(bracket_antisymm g H).1, hg, hf, neg_zero, z f, z g, add_zero, add_zero] at h
  exact h
```

## Angular momentum

Leibniz and the coordinate brackets give, for any $f$,
$$\{f,L_{ab}\}=q_a\frac{\partial f}{\partial q_b}-q_b\frac{\partial f}{\partial q_a}+p_a\frac{\partial f}{\partial p_b}-p_b\frac{\partial f}{\partial p_a}.$$

```lean
/-- The bracket of any observable with `L_ab`, written out in partial derivatives. -/
theorem bracket_angularMomentum (f : Observable ι R) (a b : ι) :
    bracket f (angularMomentum a b)
      = q a * pderiv (Sum.inl b) f - q b * pderiv (Sum.inl a) f
        + p a * pderiv (Sum.inr b) f - p b * pderiv (Sum.inr a) f := by
  have h : bracket f (angularMomentum a b)
      = bracket f (q a * p b) - bracket f (q b * p a) := (hamField f).map_sub _ _
  rw [h, bracket_leibniz, bracket_leibniz, (bracket_coordinates f a).1,
    (bracket_coordinates f b).1, (bracket_coordinates f a).2, (bracket_coordinates f b).2]
  ring
```

Apply this to $f=L_{bc}=q_bp_c-q_cp_b$ and $L_{ca}$, with $a,b,c$ distinct. The derivatives of $f$ with respect to $q_a$ and $p_a$ vanish, which leaves
$$\{L_{bc},L_{ca}\}=-q_a\frac{\partial f}{\partial q_c}-p_a\frac{\partial f}{\partial p_c}=q_ap_b-q_bp_a=L_{ab}.$$
For these polynomial observables, this is the classical counterpart of the quantum relation $[\hat L_x,\hat L_y]=i\hbar\hat L_z$.

```lean
/-- For three distinct axes, `{L_bc, L_ca} = L_ab`. -/
theorem angularMomentum_algebra {a b c : ι} (hab : a ≠ b) (hbc : b ≠ c) (hca : c ≠ a) :
    bracket (angularMomentum b c) (angularMomentum c a)
      = (angularMomentum a b : Observable ι R) := by
  classical
  rw [bracket_angularMomentum]
  simp [angularMomentum, pderiv_X, hbc, hca, hab.symm]
  ring
```

If $L_{bc}$ and $L_{ca}$ are conserved, their bracket $L_{ab}$ is conserved too.

```lean
/-- For three distinct axes, if `H` commutes with the two components `L_bc` and `L_ca` of the
angular momentum, it commutes with the third component `L_ab`. -/
theorem third_component_conserved {H : Observable ι R} {a b c : ι} (hab : a ≠ b)
    (hbc : b ≠ c) (hca : c ≠ a) (h1 : angularMomentum b c ∈ conserved H)
    (h2 : angularMomentum c a ∈ conserved H) : angularMomentum a b ∈ conserved H := by
  rw [← angularMomentum_algebra hab hbc hca]
  exact (poisson_theorem h1 h2).2
```

Both conservation hypotheses matter. Over $\mathbb R$, a particle in a uniform field along axis $a$ has, in suitable units, $H=\sum_ip_i^2+q_a$. Then $\{H,L_{bc}\}=0$, but $\{H,L_{ca}\}=q_c$ and $\{H,L_{ab}\}=-q_b$: one conserved component does not secure the third.

The isotropic oscillator conserves every component. Let $H=\sum_ip_i^2+k\sum_iq_i^2$, which for mass $m$ and frequency $\omega$ is $2m$ times the usual energy, with $k=m^2\omega^2$. Its derivatives are $\partial H/\partial q_j=2kq_j$ and $\partial H/\partial p_j=2p_j$, hence
$$\{H,L_{ab}\}=2k(q_aq_b-q_bq_a)+2(p_ap_b-p_bp_a)=0.$$
The proof computes the two derivatives as `hq` and `hp` and substitutes them into the formula for $\{f,L_{ab}\}$.

```lean
/-- The isotropic oscillator `∑ p_i² + k ∑ q_i²` commutes with every `L_ab`. -/
theorem conserved_witness (k : R) (a b : ι) :
    angularMomentum a b ∈ conserved (∑ i, p i ^ 2 + C k * ∑ i, q i ^ 2 : Observable ι R) := by
  classical
  have hq : ∀ j : ι, pderiv (Sum.inl j) (∑ i, p i ^ 2 + C k * ∑ i, q i ^ 2 : Observable ι R)
      = 2 * C k * q j := by
    intro j
    simp [pow_two, pderiv_X, Pi.single_apply, Finset.sum_add_distrib]
    ring
  have hp : ∀ j : ι, pderiv (Sum.inr j) (∑ i, p i ^ 2 + C k * ∑ i, q i ^ 2 : Observable ι R)
      = 2 * p j := by
    intro j
    simp [pow_two, pderiv_X, Pi.single_apply, Finset.sum_add_distrib]
    ring
  change bracket _ (angularMomentum a b) = 0
  rw [bracket_angularMomentum, hq, hq, hp, hp]
  ring

end

end PolynomialPoissonBracket
```

```lean
#print axioms PolynomialPoissonBracket.poisson_theorem
#print axioms PolynomialPoissonBracket.third_component_conserved
```

```
'PolynomialPoissonBracket.poisson_theorem' depends on axioms: [propext, Classical.choice, Quot.sound]
'PolynomialPoissonBracket.third_component_conserved' depends on axioms: [propext, Classical.choice, Quot.sound]
```
